# Low-temperature bounds on excited population and mean energy for a gapped finite spectrum

## Two states

Take one state at energy $E_0$ and one at $E_0 + D$, in equilibrium at inverse temperature $b = 1/k_BT$. The factor $e^{-bE_0}$ cancels between numerator and partition function, so the upper state has population
$$P = \frac{e^{-bD}}{1 + e^{-bD}} = \frac{x}{1+x}, \qquad x = e^{-bD},$$
and the mean energy is $U = E_0 + DP$. At $bD = \ln 9$ this gives $x = 1/9$ and $P = 1/10$. The number $x$ is the ratio of excited weight to ground weight, and $P \le x$. Raising the upper state above $E_0 + D$ does not increase its weight when $b \ge 0$, so the same $x$ remains a bound. With many states the population bound acquires a counting factor, the number of excited states per ground state, and in the energy bound the factor $D$ is replaced by an upper bound $W$ on the excitation energies.

## The claim

Let there be $N$ states with energies $E_i$, and set
$$Z = \sum_i e^{-bE_i}, \qquad p_i = \frac{e^{-bE_i}}{Z}, \qquad U = \sum_i p_i E_i .$$
Suppose $g > 0$ states have energy $E_0$ and all others, called excited, lie in $[E_0 + D, E_0 + W]$ with $D \ge 0$. Write $P$ for the sum of $p_i$ over excited states and $x = \frac{N-g}{g}e^{-bD}$. Then for $b \ge 0$
$$P \le \frac{x}{1+x} \le x, \qquad 0 \le U - E_0 \le W x .$$
For any finite spectrum with minimum $E_0$, as $b \to \infty$, $P \to 0$, $U \to E_0$, and each ground state has $p_i \to 1/g$.

For a Hamiltonian in a finite basis whose eigenvalues are known to have a gap $D$ and a width $W$, this bounds the error made by using the ground-state energy in place of the canonical mean energy. If excited states exist, the population bound $x$ is below one only when $bD > \ln\frac{N-g}{g}$. With numerous excited states a gap of several $k_BT$ may therefore leave $x$ above one, even where the true population $P$ is small because most of these states lie far above $E_0 + D$.

## Derivation by hand

Step 1. Split the partition function into ground and excited parts. Every ground state contributes $e^{-bE_0}$, so
$$Z = A + S, \qquad A = g\,e^{-bE_0} > 0, \qquad S = \sum_{\rm exc} e^{-bE_i} \ge 0, \qquad P = \frac{S}{A+S}.$$

Step 2. For an excited state $E_i \ge E_0 + D$, and $b \ge 0$ gives $-bE_i \le -b(E_0 + D)$. There are $N - g$ such states, so
$$S \le (N-g)\,e^{-b(E_0+D)} = g\,e^{-bE_0}\cdot\frac{N-g}{g}\,e^{-bD} = A x .$$

Step 3. Both $A + S$ and $1 + x$ are positive, so $S/(A+S) \le x/(1+x)$ is equivalent to $S(1+x) \le x(A+S)$. The term $Sx$ cancels and leaves $S \le Ax$, which is step 2. Since $1 + x \ge 1$ and $x \ge 0$, also $x/(1+x) \le x$. If all excited states sit exactly at $E_0 + D$, then $S = Ax$ and $P = x/(1+x)$.

Step 4. Because $\sum_i p_i = 1$,
$$U - E_0 = \sum_i p_i (E_i - E_0) = \sum_{\rm exc} p_i (E_i - E_0),$$
the ground terms being zero. Each remaining term has $0 \le D \le E_i - E_0 \le W$ and $p_i \ge 0$, so $0 \le U - E_0 \le WP$. If an excited state exists then $W \ge D \ge 0$, and multiplying $P \le x$ by $W$ gives $WP \le Wx$. If none exists then $N = g$, and both $U - E_0$ and $x$ are zero.

Step 5. A finite spectrum with minimum $E_0$ has a smallest excitation energy $D > 0$ (any positive $D$ serves if there is no excited state) and some upper bound $W$. Then $e^{-bD} \to 0$, and the bounds squeeze $P$ and $U - E_0$ to zero. A ground state has $p_i = e^{-bE_0}/Z = A/(gZ) = (1-P)/g$, which tends to $1/g$.

The hypotheses matter. With $b = -1$, four states at $0$, one at $10$ and $D = 1$, one has $x = e/4 < 0.7$ but $P = e^{10}/(4 + e^{10}) > 0.99$. With $D = -1$, $E_0 = 0$ and two states at $0$ and $-1$, the mean energy is negative and $U \ge E_0$ fails.

## The formal model

The states are the elements of a finite type `ι`, so $N$ is `Fintype.card ι`. The spectrum is a function `E : ι → ℝ`; degenerate states are different indices with the same value. No operator or density matrix appears: the energies are given, as after a diagonalisation, and the canonical weights are a definition, not derived from contact with a bath.

```lean
import Mathlib

open Filter Topology

namespace LowTemperatureGibbs

noncomputable section

variable {ι : Type*} [Fintype ι]
```

The first three definitions are $Z$, $p_i$ and $U$. The parameter `b` is any real number, in inverse units of `E`.

```lean
/-- Canonical partition function `Z = ∑ exp (-b E_i)` at inverse temperature `b`. -/
def partitionFn (E : ι → ℝ) (b : ℝ) : ℝ := ∑ i, Real.exp (-b * E i)

/-- Boltzmann population `p_i = exp (-b E_i) / Z` of state `i`. -/
def population (E : ι → ℝ) (b : ℝ) (i : ι) : ℝ := Real.exp (-b * E i) / partitionFn E b

/-- Thermal mean energy `U = ∑ p_i E_i`. -/
def meanEnergy (E : ι → ℝ) (b : ℝ) : ℝ := ∑ i, population E b i * E i
```

Ground and excited states are separated by whether `E i = E0`. Despite the word "levels", both sets contain states, and `degeneracy E E0` counts the first set, giving $g$. Nothing here makes `E0` the minimum; that comes from later hypotheses.

```lean
/-- The states with energy equal to `E0`. -/
def groundLevels (E : ι → ℝ) (E0 : ℝ) : Finset ι := Finset.univ.filter (fun i => E i = E0)

/-- The states with energy different from `E0`. -/
def excitedLevels (E : ι → ℝ) (E0 : ℝ) : Finset ι := Finset.univ.filter (fun i => E i ≠ E0)

/-- The degeneracy `g` of the energy `E0`. -/
def degeneracy (E : ι → ℝ) (E0 : ℝ) : ℕ := (groundLevels E E0).card
```

Then come $S$, $P$ and $x$. In `gapFactor` the difference $N - g$ is taken between real numbers. Lean sets division by zero to zero, so for $g = 0$ the factor would vanish while a nonempty system has $P = 1$; the hypothesis `0 < degeneracy E E0` excludes this case.

```lean
/-- Sum of the Boltzmann factors of the excited states. -/
def excitedWeight (E : ι → ℝ) (E0 b : ℝ) : ℝ := ∑ i ∈ excitedLevels E E0, Real.exp (-b * E i)

/-- Total population of the excited states. -/
def excitedPopulation (E : ι → ℝ) (E0 b : ℝ) : ℝ := ∑ i ∈ excitedLevels E E0, population E b i

/-- The factor `x = ((N - g) / g) exp (-b D)`. -/
def gapFactor (E : ι → ℝ) (E0 b D : ℝ) : ℝ :=
  ((Fintype.card ι : ℝ) - degeneracy E E0) / degeneracy E E0 * Real.exp (-b * D)
```

## Splitting the sums

Step 1 rests on `sum_split`, which holds for any function `f` of the state and is checked term by term in the two cases `E i = E0` and its negation.

```lean
/-- A sum over all states is the sum over ground states plus the sum over excited states. -/
theorem sum_split (E : ι → ℝ) (E0 : ℝ) (f : ι → ℝ) :
    ∑ i, f i = (∑ i ∈ groundLevels E E0, f i) + ∑ i ∈ excitedLevels E E0, f i := by
  simp only [groundLevels, excitedLevels, Finset.sum_filter]
  rw [← Finset.sum_add_distrib]
  refine Finset.sum_congr rfl fun i _ => ?_
  by_cases h : E i = E0 <;> simp [h]
```

Applied to the constant $1$ it counts the excited states as $N - g$.

```lean
/-- The number of excited states is `N - g`. -/
theorem card_excitedLevels (E : ι → ℝ) (E0 : ℝ) :
    ((excitedLevels E E0).card : ℝ) = (Fintype.card ι : ℝ) - degeneracy E E0 := by
  have h := sum_split E E0 (fun _ => (1 : ℝ))
  simp only [Finset.sum_const, nsmul_eq_mul, mul_one, Finset.card_univ] at h
  unfold degeneracy
  linarith
```

Applied to the Boltzmann factor it gives $Z = A + S$, after `h` replaces each ground energy by `E0`. Positivity of $Z$ follows from $A > 0$ (`hA`) and $S \ge 0$ (`hS`).

```lean
/-- The partition function is `g exp (-b E0)` plus the excited Boltzmann weight. -/
theorem partitionFn_split (E : ι → ℝ) (E0 b : ℝ) :
    partitionFn E b = degeneracy E E0 * Real.exp (-b * E0) + excitedWeight E E0 b := by
  have h : ∑ i ∈ groundLevels E E0, Real.exp (-b * E i)
      = ∑ _i ∈ groundLevels E E0, Real.exp (-b * E0) := by
    refine Finset.sum_congr rfl fun i hi => ?_
    have hi' : E i = E0 := by simpa [groundLevels] using hi
    rw [hi']
  have hs : ∑ i, Real.exp (-b * E i) = (∑ i ∈ groundLevels E E0, Real.exp (-b * E i))
      + ∑ i ∈ excitedLevels E E0, Real.exp (-b * E i) := sum_split E E0 _
  unfold partitionFn excitedWeight degeneracy
  rw [hs, h, Finset.sum_const, nsmul_eq_mul]

/-- The partition function is positive when the energy `E0` occurs in the spectrum. -/
theorem partitionFn_pos (E : ι → ℝ) (E0 b : ℝ) (hg : 0 < degeneracy E E0) :
    0 < partitionFn E b := by
  have hg' : (0 : ℝ) < degeneracy E E0 := by exact_mod_cast hg
  have hS : 0 ≤ excitedWeight E E0 b := Finset.sum_nonneg fun i _ => (Real.exp_pos _).le
  have hA := mul_pos hg' (Real.exp_pos (-b * E0))
  rw [partitionFn_split E E0 b]
  linarith
```

## The population bounds

The identity $Ax = (N-g)e^{-b(E_0+D)}$ of step 2 is `gap_weight_eq`. The exponential is factored by `Real.exp_add`, and `linear_combination` uses $g \cdot g^{-1} = 1$ to cancel the degeneracy.

```lean
/-- For `g > 0`, the weight `g exp (-b E0)` times `x` equals `(N - g) exp (-b (E0 + D))`. -/
theorem gap_weight_eq (E : ι → ℝ) (E0 b D : ℝ) (hg : 0 < degeneracy E E0) :
    degeneracy E E0 * Real.exp (-b * E0) * gapFactor E E0 b D
      = ((Fintype.card ι : ℝ) - degeneracy E E0) * Real.exp (-b * (E0 + D)) := by
  have hg' : (0 : ℝ) < degeneracy E E0 := by exact_mod_cast hg
  have h := mul_inv_cancel₀ hg'.ne'
  unfold gapFactor
  rw [show -b * (E0 + D) = -b * E0 + -b * D by ring, Real.exp_add]
  linear_combination (Real.exp (-b * E0) * ((Fintype.card ι : ℝ) - degeneracy E E0)
    * Real.exp (-b * D)) * h
```

The inequality $S \le Ax$ uses `hlow`, the lower edge of the excited band, and `hb`. The lemma `Finset.sum_le_card_nsmul` bounds a sum by the number of terms times a bound on each, and monotonicity of the exponential supplies that bound.

```lean
/-- If `g > 0`, all energies other than `E0` are at least `E0 + D` and `b ≥ 0`, the excited Boltzmann weight
is at most `x` times the ground weight `g exp (-b E0)`. -/
theorem excitedWeight_le (E : ι → ℝ) (E0 b D : ℝ) (hg : 0 < degeneracy E E0) (hb : 0 ≤ b)
    (hlow : ∀ i, E i ≠ E0 → E0 + D ≤ E i) :
    excitedWeight E E0 b ≤ degeneracy E E0 * Real.exp (-b * E0) * gapFactor E E0 b D := by
  -- every excited Boltzmann factor is at most exp (-b (E0 + D))
  have h : excitedWeight E E0 b ≤ (excitedLevels E E0).card • Real.exp (-b * (E0 + D)) := by
    unfold excitedWeight
    refine Finset.sum_le_card_nsmul _ _ _ fun i hi => ?_
    have hi' : E i ≠ E0 := by simpa [excitedLevels] using hi
    exact Real.exp_le_exp.mpr (by nlinarith [mul_le_mul_of_nonneg_left (hlow i hi') hb])
  rw [nsmul_eq_mul, card_excitedLevels] at h
  rw [gap_weight_eq E E0 b D hg]
  exact h
```

Step 3 follows. Here `hP` is $P = S/Z$, `hx` is $x \ge 0$, and `div_le_div_iff₀` performs the cross-multiplication. The sign of `D` is not assumed in this theorem.

```lean
/-- If `g > 0`, all energies other than `E0` are at least `E0 + D` and `b ≥ 0`, the excited population is at
most `x / (1 + x)` with `x = ((N - g) / g) exp (-b D)`. -/
theorem excitedPopulation_le_sharp (E : ι → ℝ) (E0 b D : ℝ) (hg : 0 < degeneracy E E0)
    (hb : 0 ≤ b) (hlow : ∀ i, E i ≠ E0 → E0 + D ≤ E i) :
    excitedPopulation E E0 b ≤ gapFactor E E0 b D / (1 + gapFactor E E0 b D) := by
  have hP : excitedPopulation E E0 b = excitedWeight E E0 b / partitionFn E b := by
    unfold excitedPopulation excitedWeight population
    rw [Finset.sum_div]
  have hx : 0 ≤ gapFactor E E0 b D := by
    unfold gapFactor
    rw [← card_excitedLevels E E0]
    positivity
  have hx' : 0 < 1 + gapFactor E E0 b D := by linarith
  have hS := excitedWeight_le E E0 b D hg hb hlow
  -- S / (A + S) ≤ x / (1 + x) is the same as S ≤ A x
  rw [hP, div_le_div_iff₀ (partitionFn_pos E E0 b hg) hx', partitionFn_split E E0 b]
  nlinarith [hS]
```

The equality case replaces `hlow` by `htwo`, which puts every excited state at `E0 + D`. It assumes nothing about the sign of `b` or `D`, and it shows that $x/(1+x)$ is attained, so that bound cannot be lowered using $N$, $g$, $b$ and $D$ alone when $D > 0$. The two-state example is $N = 2$, $g = 1$.

```lean
/-- If `g > 0` and all energies other than `E0` equal `E0 + D`, the excited population is exactly `x / (1 + x)`
with `x = ((N - g) / g) exp (-b D)`. -/
theorem excitedPopulation_two_level (E : ι → ℝ) (E0 b D : ℝ) (hg : 0 < degeneracy E E0)
    (htwo : ∀ i, E i ≠ E0 → E i = E0 + D) :
    excitedPopulation E E0 b = gapFactor E E0 b D / (1 + gapFactor E E0 b D) := by
  have hP : excitedPopulation E E0 b = excitedWeight E E0 b / partitionFn E b := by
    unfold excitedPopulation excitedWeight population
    rw [Finset.sum_div]
  have hx : 0 ≤ gapFactor E E0 b D := by
    unfold gapFactor
    rw [← card_excitedLevels E E0]
    positivity
  have hx' : 0 < 1 + gapFactor E E0 b D := by linarith
  have h : ∑ i ∈ excitedLevels E E0, Real.exp (-b * E i)
      = ∑ _i ∈ excitedLevels E E0, Real.exp (-b * (E0 + D)) := by
    refine Finset.sum_congr rfl fun i hi => ?_
    have hi' : E i ≠ E0 := by simpa [excitedLevels] using hi
    rw [htwo i hi']
  have hS : excitedWeight E E0 b
      = degeneracy E E0 * Real.exp (-b * E0) * gapFactor E E0 b D := by
    rw [gap_weight_eq E E0 b D hg, ← card_excitedLevels E E0]
    unfold excitedWeight
    rw [h, Finset.sum_const, nsmul_eq_mul]
  rw [hP, div_eq_div_iff (partitionFn_pos E E0 b hg).ne' hx'.ne', partitionFn_split E E0 b, hS]
  ring
```

## The energy bounds

The identity of step 4 combines normalisation (`hsum`), the expansion of $\sum_i p_i(E_i - E_0)$ (`h1`), the vanishing of the ground terms (`h0`) and the split (`hs`).

```lean
/-- For `g > 0`, `U - E0` is the sum of `E i - E0` over the states with `E i ≠ E0`, weighted by their
populations. -/
theorem meanEnergy_sub (E : ι → ℝ) (E0 b : ℝ) (hg : 0 < degeneracy E E0) :
    meanEnergy E b - E0 = ∑ i ∈ excitedLevels E E0, population E b i * (E i - E0) := by
  -- normalisation of the populations
  have hsum : ∑ i, population E b i = 1 := by
    unfold population
    rw [← Finset.sum_div]
    exact div_self (partitionFn_pos E E0 b hg).ne'
  have h1 : ∑ i, population E b i * (E i - E0)
      = (∑ i, population E b i * E i) - (∑ i, population E b i) * E0 := by
    rw [Finset.sum_mul, ← Finset.sum_sub_distrib]
    exact Finset.sum_congr rfl fun i _ => by ring
  -- ground states carry no excitation energy
  have h0 : ∑ i ∈ groundLevels E E0, population E b i * (E i - E0) = 0 := by
    refine Finset.sum_eq_zero fun i hi => ?_
    have hi' : E i = E0 := by simpa [groundLevels] using hi
    rw [hi', sub_self, mul_zero]
  have hs : ∑ i, population E b i * (E i - E0)
      = (∑ i ∈ groundLevels E E0, population E b i * (E i - E0))
        + ∑ i ∈ excitedLevels E E0, population E b i * (E i - E0) := sum_split E E0 _
  rw [hsum] at h1
  unfold meanEnergy
  linarith
```

The main theorem reads as follows. For any finite set of states, real energies and real `E0`, `b`, `D`, `W`: if at least one state has energy `E0` (`hg`), $b \ge 0$ (`hb`), $D \ge 0$ (`hD`), and every state of other energy lies between `E0 + D` (`hlow`) and `E0 + W` (`hup`), then $P \le x$, $0 \le U - E_0$ and $U - E_0 \le Wx$, with $x$ written out. The gap and the width are assumed, and need not be the tightest values. The case $D = 0$ is allowed, but there the bounds no longer depend on temperature. No sign is assumed for `W`.

In the proof `hpop` weakens the sharp bound by `div_le_self`. The lower energy bound is a sum of nonnegative terms and uses `hD`. The upper bound is split by `rcases` into the two cases of step 4, and the `calc` chain is $U - E_0 = \sum_{\rm exc} p_i(E_i - E_0) \le \sum_{\rm exc} p_i W = WP \le Wx$.

```lean
/-- For `N` states, `g > 0` of them at `E0` and all others in `[E0 + D, E0 + W]` with `D ≥ 0`,
and `b ≥ 0`: the excited population is at most `((N - g) / g) exp (-b D)`, and
`0 ≤ U - E0 ≤ W ((N - g) / g) exp (-b D)`. -/
theorem low_temperature_bounds (E : ι → ℝ) (E0 b D W : ℝ) (hg : 0 < degeneracy E E0)
    (hb : 0 ≤ b) (hD : 0 ≤ D) (hlow : ∀ i, E i ≠ E0 → E0 + D ≤ E i)
    (hup : ∀ i, E i ≠ E0 → E i ≤ E0 + W) :
    excitedPopulation E E0 b
        ≤ ((Fintype.card ι : ℝ) - degeneracy E E0) / degeneracy E E0 * Real.exp (-b * D) ∧
      0 ≤ meanEnergy E b - E0 ∧
      meanEnergy E b - E0 ≤ W *
        (((Fintype.card ι : ℝ) - degeneracy E E0) / degeneracy E E0 * Real.exp (-b * D)) := by
  have hx : 0 ≤ gapFactor E E0 b D := by
    unfold gapFactor
    rw [← card_excitedLevels E E0]
    positivity
  have hpop : excitedPopulation E E0 b ≤ gapFactor E E0 b D :=
    (excitedPopulation_le_sharp E E0 b D hg hb hlow).trans (div_le_self hx (by linarith))
  unfold gapFactor at hpop
  have hp : ∀ i, 0 ≤ population E b i := fun i =>
    div_nonneg (Real.exp_pos _).le (partitionFn_pos E E0 b hg).le
  refine ⟨hpop, ?_, ?_⟩
  · rw [meanEnergy_sub E E0 b hg]
    refine Finset.sum_nonneg fun i hi => ?_
    have hi' : E i ≠ E0 := by simpa [excitedLevels] using hi
    exact mul_nonneg (hp i) (by linarith [hlow i hi'])
  · rcases (excitedLevels E E0).eq_empty_or_nonempty with h | ⟨j, hj⟩
    · -- no excited state: both sides vanish
      rw [meanEnergy_sub E E0 b hg, ← card_excitedLevels E E0, h]
      simp
    · -- an excited state exists, so W ≥ D ≥ 0
      have hj' : E j ≠ E0 := by simpa [excitedLevels] using hj
      have hW : 0 ≤ W := by linarith [hlow j hj', hup j hj']
      calc meanEnergy E b - E0
          = ∑ i ∈ excitedLevels E E0, population E b i * (E i - E0) := meanEnergy_sub E E0 b hg
        _ ≤ ∑ i ∈ excitedLevels E E0, population E b i * W := by
          refine Finset.sum_le_sum fun i hi => ?_
          have hi' : E i ≠ E0 := by simpa [excitedLevels] using hi
          exact mul_le_mul_of_nonneg_left (by linarith [hup i hi']) (hp i)
        _ = W * excitedPopulation E E0 b := by
          unfold excitedPopulation
          rw [Finset.mul_sum]
          exact Finset.sum_congr rfl fun i _ => by ring
        _ ≤ _ := mul_le_mul_of_nonneg_left hpop hW
```

## The limit of zero temperature

The expression `Tendsto f atTop (𝓝 c)` says $f(b) \to c$ as $b \to +\infty$. The theorem assumes only that `E0` occurs (`hg`) and is a lower bound of the spectrum (`hmin`); gap and width are now constructed. The gap is `E j - E0` for an excited state `j` of least energy, found by `Finset.exists_min_image`, or $1$ if there is none. The width is the crude choice `∑ k, (E k - E0)`, which exceeds or equals each of its nonnegative terms. Then `h2` and `h3` say $x \to 0$ and $Wx \to 0$, `hev` applies the main theorem for all $b \ge 0$, and `squeeze_zero'` concludes.

```lean
/-- For a finite spectrum with minimum `E0`, as `b → ∞` the excited population tends to zero
and the mean energy tends to `E0`. -/
theorem zero_temperature_limit (E : ι → ℝ) (E0 : ℝ) (hg : 0 < degeneracy E E0)
    (hmin : ∀ i, E0 ≤ E i) :
    Tendsto (fun b => excitedPopulation E E0 b) atTop (𝓝 0) ∧
      Tendsto (fun b => meanEnergy E b) atTop (𝓝 E0) := by
  -- a finite spectrum has a positive gap above its minimum
  obtain ⟨D, hD, hlow⟩ : ∃ D : ℝ, 0 < D ∧ ∀ i, E i ≠ E0 → E0 + D ≤ E i := by
    rcases (excitedLevels E E0).eq_empty_or_nonempty with h | h
    · refine ⟨1, one_pos, fun i hi => ?_⟩
      have hmem : i ∈ excitedLevels E E0 := by simpa [excitedLevels] using hi
      rw [h] at hmem
      simp at hmem
    · obtain ⟨j, hj, hjmin⟩ := Finset.exists_min_image (excitedLevels E E0) E h
      have hj' : E j ≠ E0 := by simpa [excitedLevels] using hj
      refine ⟨E j - E0, sub_pos.mpr (lt_of_le_of_ne (hmin j) hj'.symm), fun i hi => ?_⟩
      have hle := hjmin i (by simpa [excitedLevels] using hi)
      linarith
  -- and a finite width
  obtain ⟨W, hup⟩ : ∃ W : ℝ, ∀ i, E i ≠ E0 → E i ≤ E0 + W := by
    refine ⟨∑ k, (E k - E0), fun i _ => ?_⟩
    have hle : E i - E0 ≤ ∑ k, (E k - E0) :=
      Finset.single_le_sum (f := fun k => E k - E0) (fun k _ => sub_nonneg.mpr (hmin k))
        (Finset.mem_univ i)
    linarith
  have h0 : Tendsto (fun b : ℝ => b * D) atTop atTop :=
    Filter.Tendsto.atTop_mul_const hD tendsto_id
  have h1 : Tendsto (fun b : ℝ => Real.exp (-b * D)) atTop (𝓝 0) :=
    (Real.tendsto_exp_neg_atTop_nhds_zero.comp h0).congr (fun b => by simp)
  have h2 := h1.const_mul (((Fintype.card ι : ℝ) - degeneracy E E0) / degeneracy E E0)
  rw [mul_zero] at h2
  have h3 := h2.const_mul W
  rw [mul_zero] at h3
  have hev := (eventually_ge_atTop (0 : ℝ)).mono
    fun b hb => low_temperature_bounds E E0 b D W hg hb hD.le hlow hup
  constructor
  · have hnn : ∀ b, 0 ≤ excitedPopulation E E0 b := fun b =>
      Finset.sum_nonneg fun i _ =>
        div_nonneg (Real.exp_pos _).le (partitionFn_pos E E0 b hg).le
    exact squeeze_zero' (Eventually.of_forall hnn) (hev.mono fun b h => h.1) h2
  · have h4 : Tendsto (fun b => meanEnergy E b - E0) atTop (𝓝 0) :=
      squeeze_zero' (hev.mono fun b h => h.2.1) (hev.mono fun b h => h.2.2) h3
    have h5 := h4.add_const E0
    simpa using h5
```

The last theorem takes a state `i` with `E i = E0`, which itself gives $g > 0$. The identity `key` is $(1-P)/g = p_i$ for every `b`, obtained from $Z = A + S$, and the limit follows from $P \to 0$.

```lean
/-- For a finite spectrum with minimum `E0`, the population of each state at `E0` tends to
`1 / g` as `b → ∞`. -/
theorem ground_population_limit (E : ι → ℝ) (E0 : ℝ) (hmin : ∀ i, E0 ≤ E i)
    (i : ι) (hi : E i = E0) :
    Tendsto (fun b => population E b i) atTop (𝓝 (1 / (degeneracy E E0 : ℝ))) := by
  have hg : 0 < degeneracy E E0 := by
    unfold degeneracy
    exact Finset.card_pos.mpr ⟨i, by simp [groundLevels, hi]⟩
  have hg' : (0 : ℝ) < degeneracy E E0 := by exact_mod_cast hg
  -- each ground state holds (1 - P) / g
  have key : ∀ b, (1 - excitedPopulation E E0 b) / degeneracy E E0 = population E b i := by
    intro b
    have hP : excitedPopulation E E0 b = excitedWeight E E0 b / partitionFn E b := by
      unfold excitedPopulation excitedWeight population
      rw [Finset.sum_div]
    symm
    rw [hP]
    unfold population
    rw [hi, eq_div_iff hg'.ne', eq_sub_iff_add_eq, div_mul_eq_mul_div, ← add_div,
      div_eq_one_iff_eq (partitionFn_pos E E0 b hg).ne']
    linarith [partitionFn_split E E0 b]
  have h1 : Tendsto (fun b => 1 - excitedPopulation E E0 b) atTop (𝓝 (1 - 0)) :=
    tendsto_const_nhds.sub (zero_temperature_limit E E0 hg hmin).1
  rw [sub_zero] at h1
  exact (h1.div_const (degeneracy E E0 : ℝ)).congr key

end

end LowTemperatureGibbs
```

The limits are taken at a fixed finite spectrum. Infinitely many states, limits of growing system size in which $N$, $D$ and $W$ change, and the low-temperature behaviour of entropy or heat capacity are not treated by these theorems.

```lean
#print axioms LowTemperatureGibbs.excitedPopulation_two_level
#print axioms LowTemperatureGibbs.zero_temperature_limit
#print axioms LowTemperatureGibbs.ground_population_limit
```

```
'LowTemperatureGibbs.excitedPopulation_two_level' depends on axioms: [propext, Classical.choice, Quot.sound]
'LowTemperatureGibbs.zero_temperature_limit' depends on axioms: [propext, Classical.choice, Quot.sound]
'LowTemperatureGibbs.ground_population_limit' depends on axioms: [propext, Classical.choice, Quot.sound]
```
